# A subadditive energy with a linear lower bound has a bulk limit that scales with positive rational factors

When two equal drops of the same liquid merge into one, the energy nearly doubles compared with a single drop, but not exactly, because some surface is lost. Which properties of the energy guarantee that the energy per drop settles to a definite value as more and more drops are merged, and that this value is proportional to the amount of liquid?

```lean
import Mathlib

open Filter Topology

namespace ThermodynamicLimit

noncomputable section

variable {E : Type*} [NormedAddCommGroup E] [NormedSpace ℝ E]

/-- Joining two systems with amounts `x` and `y` never costs energy. -/
def IsSubadditive (f : E → ℝ) : Prop := ∀ x y, f (x + y) ≤ f x + f y

/-- The bulk energy: the limit of the energy per copy, `f (m x) / m`, for many copies `m` of
the system `x`. It is meaningful where this limit exists. -/
def bulk (f : E → ℝ) (x : E) : ℝ :=
  limUnder atTop (fun m : ℕ => f ((m : ℝ) • x) / (m : ℝ))

/-- For a subadditive energy bounded below by `-C ‖x‖`, the energy per copy `f (m x) / m` converges
to `bulk f x`. -/
theorem tendsto_bulk {f : E → ℝ} {C : ℝ} (hf : IsSubadditive f)
    (hC : ∀ x, -C * ‖x‖ ≤ f x) (x : E) :
    Tendsto (fun m : ℕ => f ((m : ℝ) • x) / (m : ℝ)) atTop (𝓝 (bulk f x)) := by
  -- along a ray the energies form a subadditive sequence
  have hs : Subadditive (fun m : ℕ => f ((m : ℝ) • x)) := by
    intro m n
    show f (((m + n : ℕ) : ℝ) • x) ≤ f ((m : ℝ) • x) + f ((n : ℝ) • x)
    rw [Nat.cast_add, add_smul]
    exact hf _ _
  -- stability bounds the energy per copy from below
  have hb : BddBelow (Set.range fun m : ℕ => f ((m : ℝ) • x) / (m : ℝ)) := by
    refine ⟨min (-C * ‖x‖) 0, ?_⟩
    rintro _ ⟨n, rfl⟩
    show min (-C * ‖x‖) 0 ≤ f ((n : ℝ) • x) / (n : ℝ)
    rcases n.eq_zero_or_pos with rfl | hn
    · simp
    · have hn' : (0 : ℝ) < n := Nat.cast_pos.2 hn
      refine (min_le_left _ _).trans ?_
      rw [le_div_iff₀ hn']
      have h := hC ((n : ℝ) • x)
      rw [norm_smul, Real.norm_natCast] at h
      linarith
  exact tendsto_nhds_limUnder ⟨_, hs.tendsto_lim hb⟩

/-- The bulk energy of a subadditive energy bounded below by `-C ‖x‖` is subadditive. -/
theorem bulk_subadditive {f : E → ℝ} {C : ℝ} (hf : IsSubadditive f)
    (hC : ∀ x, -C * ‖x‖ ≤ f x) : IsSubadditive (bulk f) := by
  intro x y
  refine le_of_tendsto_of_tendsto' (tendsto_bulk hf hC (x + y))
    ((tendsto_bulk hf hC x).add (tendsto_bulk hf hC y)) fun m => ?_
  rw [smul_add, ← add_div]
  exact div_le_div_of_nonneg_right (hf _ _) (Nat.cast_nonneg m)

/-- For a subadditive energy bounded below by `-C ‖x‖`, the bulk energy of `n ≥ 1` copies is
`n` times that of one copy. -/
theorem bulk_nat_smul {f : E → ℝ} {C : ℝ} (hf : IsSubadditive f)
    (hC : ∀ x, -C * ‖x‖ ≤ f x) {n : ℕ} (hn : 0 < n) (x : E) :
    bulk f ((n : ℝ) • x) = n * bulk f x := by
  -- compare with the subsequence of multiples of `n`
  have hsub : Tendsto (fun m : ℕ => m * n) atTop atTop :=
    tendsto_atTop_mono (fun m => Nat.le_mul_of_pos_right m hn) tendsto_id
  have h := ((tendsto_bulk hf hC x).comp hsub).const_mul (n : ℝ)
  refine tendsto_nhds_unique (tendsto_bulk hf hC ((n : ℝ) • x)) (h.congr fun m => ?_)
  show (n : ℝ) * (f (((m * n : ℕ) : ℝ) • x) / ((m * n : ℕ) : ℝ))
    = f ((m : ℝ) • (n : ℝ) • x) / (m : ℝ)
  rw [smul_smul, Nat.cast_mul]
  generalize f (((m : ℝ) * (n : ℝ)) • x) = c
  have hn' : (n : ℝ) ≠ 0 := Nat.cast_ne_zero.2 hn.ne'
  rcases eq_or_ne (m : ℝ) 0 with h0 | h0
  · simp [h0]
  · field_simp

/-- For a subadditive energy bounded below by `-C ‖x‖`, the energy per copy converges, and the limit
is subadditive and scales with every positive rational factor. -/
theorem extensivity {f : E → ℝ} {C : ℝ} (hf : IsSubadditive f)
    (hC : ∀ x, -C * ‖x‖ ≤ f x) :
    (∀ x, Tendsto (fun m : ℕ => f ((m : ℝ) • x) / (m : ℝ)) atTop (𝓝 (bulk f x))) ∧
    IsSubadditive (bulk f) ∧
    ∀ q : ℚ, 0 < q → ∀ x, bulk f ((q : ℝ) • x) = q * bulk f x := by
  refine ⟨tendsto_bulk hf hC, bulk_subadditive hf hC, fun q hq x => ?_⟩
  have hnum : 0 < q.num := Rat.num_pos.2 hq
  obtain ⟨a, ha⟩ := Int.eq_ofNat_of_zero_le hnum.le
  have ha' : 0 < a := by omega
  have hd : 0 < q.den := Nat.pos_of_ne_zero q.den_nz
  have key : (q.den : ℝ) * (q : ℝ) = (a : ℝ) := by
    have h := Rat.mul_den_eq_num q
    rw [ha, mul_comm] at h
    exact_mod_cast h
  -- clear the denominator of `q`
  have h1 := bulk_nat_smul hf hC hd ((q : ℝ) • x)
  rw [smul_smul, key, bulk_nat_smul hf hC ha' x] at h1
  have hd' : (q.den : ℝ) ≠ 0 := Nat.cast_ne_zero.2 hd.ne'
  apply mul_left_cancel₀ hd'
  rw [← h1, ← mul_assoc, key]

/-- For a subadditive energy bounded below by `-C ‖x‖`, the bulk energy never exceeds the
energy of the finite system. -/
theorem bulk_le {f : E → ℝ} {C : ℝ} (hf : IsSubadditive f)
    (hC : ∀ x, -C * ‖x‖ ≤ f x) (x : E) : bulk f x ≤ f x := by
  have step : ∀ m : ℕ, f (((m + 1 : ℕ) : ℝ) • x) ≤ ((m + 1 : ℕ) : ℝ) * f x := by
    intro m
    induction m with
    | zero => simp
    | succ k ih =>
      rw [Nat.cast_succ (k + 1), add_smul, one_smul]
      have h := hf (((k + 1 : ℕ) : ℝ) • x) x
      linarith
  refine le_of_tendsto (tendsto_bulk hf hC x) (eventually_atTop.2 ⟨1, fun m hm => ?_⟩)
  obtain ⟨k, rfl⟩ := Nat.exists_eq_add_of_le' hm
  rw [div_le_iff₀ (by positivity)]
  linarith [step k]


/-- If a subadditive energy bounded below by `-C ‖x‖` is at most `D` on the unit ball, its bulk
energy grows at most linearly with the size of the system. -/
theorem bulk_le_norm {f : E → ℝ} {C D : ℝ} (hf : IsSubadditive f)
    (hC : ∀ x, -C * ‖x‖ ≤ f x) (hD : ∀ x, ‖x‖ ≤ 1 → f x ≤ D) (x : E) :
    bulk f x ≤ 2 * |D| * ‖x‖ := by
  rcases eq_or_ne x 0 with rfl | hx
  · have h := bulk_nat_smul hf hC (n := 2) (by norm_num) (0 : E)
    rw [smul_zero] at h
    push_cast at h
    rw [norm_zero]
    linarith
  · have hn : 0 < ‖x‖ := norm_pos_iff.2 hx
    -- scale `x` into the unit ball by a rational factor
    obtain ⟨q, h1, h2⟩ := exists_rat_btwn
      (show 1 / (2 * ‖x‖) < 1 / ‖x‖ from one_div_lt_one_div_of_lt hn (by linarith))
    have hq : (0 : ℝ) < q := lt_trans (by positivity) h1
    rw [div_lt_iff₀ (by positivity)] at h1
    rw [lt_div_iff₀ hn] at h2
    have h3 := (extensivity hf hC).2.2 q (by exact_mod_cast hq) x
    have h4 := bulk_le hf hC ((q : ℝ) • x)
    have h5 := hD ((q : ℝ) • x) (by
      rw [norm_smul, Real.norm_eq_abs, abs_of_pos hq]
      exact h2.le)
    have h6 := mul_le_mul_of_nonneg_left h1.le (abs_nonneg D)
    refine le_of_mul_le_mul_left ?_ hq
    linarith [le_abs_self D]

/-- If a subadditive energy bounded below by `-C ‖x‖` is also bounded above on the unit ball,
its bulk energy scales with every real factor `t ≥ 0`. -/
theorem bulk_real_smul {f : E → ℝ} {C D : ℝ} (hf : IsSubadditive f)
    (hC : ∀ x, -C * ‖x‖ ≤ f x) (hD : ∀ x, ‖x‖ ≤ 1 → f x ≤ D) {t : ℝ} (ht : 0 ≤ t) (x : E) :
    bulk f (t • x) = t * bulk f x := by
  rcases ht.eq_or_lt with rfl | ht
  · have h := bulk_nat_smul hf hC (n := 2) (by norm_num) (0 : E)
    rw [smul_zero] at h
    push_cast at h
    rw [zero_smul, zero_mul]
    linarith
  by_contra hne
  have hδ : 0 < |bulk f (t • x) - t * bulk f x| := abs_pos.2 (sub_ne_zero.2 hne)
  obtain ⟨M, hM⟩ : ∃ M, M = 2 * |D| * ‖x‖ + |bulk f x| := ⟨_, rfl⟩
  have hM0 : 0 ≤ M := by rw [hM]; positivity
  -- a rational factor `q` slightly above `t`
  obtain ⟨q, h1, h2⟩ := exists_rat_btwn
    (show t < t + |bulk f (t • x) - t * bulk f x| / (M + 1) from
      lt_add_of_pos_right t (by positivity))
  have hq : (0 : ℝ) < q := ht.trans h1
  have hs := (extensivity hf hC).2.2 q (by exact_mod_cast hq) x
  have a1 := bulk_subadditive hf hC ((q : ℝ) • x) ((t - q) • x)
  have a2 := bulk_subadditive hf hC (t • x) (((q : ℝ) - t) • x)
  rw [← add_smul, show (q : ℝ) + (t - q) = t by ring, hs] at a1
  rw [← add_smul, show t + ((q : ℝ) - t) = q by ring, hs] at a2
  have b1 := bulk_le_norm hf hC hD ((t - q) • x)
  have b2 := bulk_le_norm hf hC hD (((q : ℝ) - t) • x)
  rw [norm_smul, Real.norm_eq_abs, abs_of_neg (show t - (q : ℝ) < 0 by linarith)] at b1
  rw [norm_smul, Real.norm_eq_abs, abs_of_pos (show 0 < (q : ℝ) - t by linarith)] at b2
  have hqt : 0 ≤ (q : ℝ) - t := by linarith
  have p1 := mul_le_mul_of_nonneg_left (le_abs_self (bulk f x)) hqt
  have p2 := mul_le_mul_of_nonneg_left (neg_abs_le (bulk f x)) hqt
  have hle : |bulk f (t • x) - t * bulk f x| ≤ ((q : ℝ) - t) * M := by
    rw [hM, abs_le]
    constructor <;> nlinarith
  have h3 : (q : ℝ) - t < |bulk f (t • x) - t * bulk f x| / (M + 1) := by linarith
  rw [lt_div_iff₀ (by positivity)] at h3
  linarith

/-- If a subadditive energy bounded below by `-C ‖x‖` is also bounded above on the unit ball,
its bulk energy is convex. -/
theorem bulk_convex {f : E → ℝ} {C D : ℝ} (hf : IsSubadditive f)
    (hC : ∀ x, -C * ‖x‖ ≤ f x) (hD : ∀ x, ‖x‖ ≤ 1 → f x ≤ D) :
    ConvexOn ℝ Set.univ (bulk f) := by
  refine ⟨convex_univ, fun x _ y _ a b ha hb _ => ?_⟩
  show bulk f (a • x + b • y) ≤ a * bulk f x + b * bulk f y
  rw [← bulk_real_smul hf hC hD ha x, ← bulk_real_smul hf hC hD hb y]
  exact bulk_subadditive hf hC _ _


end

end ThermodynamicLimit
```

```lean
#print axioms ThermodynamicLimit.bulk_real_smul
#print axioms ThermodynamicLimit.bulk_convex
```

```
'ThermodynamicLimit.bulk_real_smul' depends on axioms: [propext, Classical.choice, Quot.sound]
'ThermodynamicLimit.bulk_convex' depends on axioms: [propext, Classical.choice, Quot.sound]
```

## Amounts, energies and the limit

A system is described by a vector $x$ of amounts, for instance the amounts of several chemical species. These vectors live in a real normed space `E`, which may have any dimension, and the norm $\|x\|$ measures the size of the system. The energy is a function $f$ from `E` to the real numbers.

Two properties of $f$ are assumed throughout:

- `IsSubadditive f` says $f(x+y)\le f(x)+f(y)$ for all $x$ and $y$. For a ground-state energy minimised over all arrangements, this holds when the two parts can be placed far apart with vanishing interaction: the combined system can then do at least as well as its separate parts.
- `hC` says $f(x)\ge -C\|x\|$ for a fixed real $C$. This is stability. The constant $C$ stands for a ceiling on the binding energy per unit amount, and it rules out a collapse in which the binding energy per unit amount grows without limit.

The expression `f ((m : ℝ) • x) / (m : ℝ)` is $f(mx)/m$: the energy of one joined system with $m$ times the amounts $x$, shared among the $m$ copies. Its limit for natural $m\to\infty$ is `bulk f x`, written $g(x)$ below. The definition of `bulk` only names the limit; `tendsto_bulk` proves that it exists.

The main theorem, `extensivity`, has three parts. For every $x$ the sequence $f(mx)/m$ converges to $g(x)$; the function $g$ is again subadditive; and $g(qx)=q\,g(x)$ for every rational $q>0$. In textbooks an extensive quantity scales with every positive real factor, so the name `extensivity` promises slightly more than this theorem gives.

Real factors need one more hypothesis, `hD`: $f(x)\le D$ whenever $\|x\|\le 1$. Physically, systems of limited size have energies below a common ceiling. Under it, `bulk_real_smul` gives $g(tx)=t\,g(x)$ for all real $t\ge 0$, and `bulk_convex` says that $g$ is convex. Some such regularity is needed. If $a$ is an additive function on the real line that is not linear, then $|a|$ is subadditive and non-negative and equals its own bulk limit, yet it does not scale with all positive real factors.

## What this means for matter

In electronic structure, the ground-state energies of growing clusters of fixed composition form a sequence of this kind, provided that subadditivity and stability hold for the Hamiltonian in question; the theorems assume both and derive neither. If `hD` holds as well, $g$ is convex, which says that a mixture has a bulk energy no higher than the corresponding weighted average of its components' bulk energies, within a model that has amounts as its only variables.

The model also differs from real matter in its domain. Here $f$ is defined and subadditive on the whole vector space, including negative and fractional amounts, whereas the energy of a molecule or cluster is given only for non-negative whole numbers of particles.

The limit is also taken only along multiples of a fixed $x$. Container shapes and boundary conditions do not appear, and no rate of convergence is given.

## Why the energy per copy converges

Fix $x$ and put $a_m=f(mx)$. Since $(m+n)x=mx+nx$, subadditivity of $f$ gives
$$a_{m+n}\le a_m+a_n .$$
For $m\ge 1$, stability gives $a_m\ge -C\|mx\|=-Cm\|x\|$, hence $a_m/m\ge -C\|x\|$. The number
$$L=\inf_{m\ge 1}\frac{a_m}{m}$$
is therefore finite.

Fekete's lemma says that $a_m/m$ converges to $L$. To see this, take $\varepsilon>0$ and choose $k\ge1$ with $a_k/k<L+\varepsilon$. Write $m=jk+r$ with $0\le r<k$. Splitting off blocks of length $k$ one at a time gives $a_m\le j\,a_k+a_r$, so
$$L\le\frac{a_m}{m}\le\frac{jk}{m}\,\frac{a_k}{k}+\frac{a_r}{m}.$$
As $m$ grows, $jk/m\to1$. Only finitely many values $a_r$ occur, so $a_r/m\to0$. The right-hand side tends to $a_k/k<L+\varepsilon$, and $\varepsilon$ was arbitrary.

In `tendsto_bulk`, the statement `hs` is the inequality for the sequence and `hb` is the lower bound. Mathlib's `Subadditive.tendsto_lim` supplies Fekete's lemma. The bound in `hb` is the minimum of $-C\|x\|$ and $0$ because Lean's sequence starts at $m=0$, where division by zero gives the value $0$.

## From subadditivity to rational scaling

Dividing $f(mx+my)\le f(mx)+f(my)$ by $m$ and letting $m\to\infty$ gives $g(x+y)\le g(x)+g(y)$. This is `bulk_subadditive`; `le_of_tendsto_of_tendsto'` carries the inequality to the limit.

For a natural number $n\ge1$, the multiples of $n$ form a subsequence with the same limit, so
$$g(nx)=\lim_{m\to\infty}\frac{f(mnx)}{m}=n\lim_{m\to\infty}\frac{f(mnx)}{mn}=n\,g(x).$$
In `bulk_nat_smul`, `hsub` says that $mn\to\infty$ with $m$, and `tendsto_nhds_unique` identifies the two limits.

Now let $q=a/b$ with natural numbers $a,b\ge1$. Applying the last result twice gives
$$b\,g(qx)=g(bqx)=g(ax)=a\,g(x),$$
and division by $b$ yields $g(qx)=q\,g(x)$. The proof of `extensivity` follows the same lines: `key` is the identity $bq=a$, with `q.den` for $b$, and `mul_left_cancel₀` removes the factor $b$.

## From rational to real factors

Two bounds on $g$ come first. Adding one copy at a time gives $f(mx)\le m f(x)$ for $m\ge1$. Division by $m$ and passage to the limit give
$$g(x)\le f(x),$$
which is `bulk_le`; the induction is its statement `step`. A finite system thus never has a lower energy than the bulk value for the same amounts.

The second bound, `bulk_le_norm`, is $g(x)\le 2|D|\,\|x\|$. At $x=0$, scaling by two gives $g(0)=2g(0)$, so $g(0)=0$. For $x\ne0$, choose a rational $q$ with
$$\frac{1}{2\|x\|}<q<\frac{1}{\|x\|}.$$
Then $qx$ lies in the unit ball and $1<2q\|x\|$, so
$$q\,g(x)=g(qx)\le f(qx)\le D\le |D|\le 2q\,|D|\,\|x\|.$$
Dividing by $q$ gives the bound. The rational number comes from `exists_rat_btwn`, and the factor 2 merely leaves room to choose it.

Now let $t>0$ be real and let $q>t$ be rational. Writing $tx=qx+(t-q)x$ and $qx=tx+(q-t)x$, subadditivity and rational scaling give
$$g(tx)\le q\,g(x)+g((t-q)x),\qquad q\,g(x)\le g(tx)+g((q-t)x).$$
By the second bound, each of the two remainder terms is at most $2|D|(q-t)\|x\|$. Therefore
$$|g(tx)-q\,g(x)|\le 2|D|(q-t)\|x\|.$$
Replacing $q\,g(x)$ by $t\,g(x)$ changes the left side by at most $(q-t)|g(x)|$, so
$$|g(tx)-t\,g(x)|\le (q-t)M,\qquad M=2|D|\,\|x\|+|g(x)|.$$
Since $q$ can be taken as close to $t$ as desired, the left side is zero. For $t=0$ the claim is $g(0)=0$, already shown.

The proof of `bulk_real_smul` phrases the last step as a contradiction. If the difference had absolute value $\delta>0$, a rational $q$ could be chosen with $0<q-t<\delta/(M+1)$. Then $(q-t)(M+1)<\delta\le(q-t)M$, which is impossible. The two subadditivity inequalities are `a1` and `a2`, the bounds on the remainders are `b1` and `b2`, and `nlinarith` combines them into the estimate with $M$.

Convexity follows at once. For $a,b\ge0$ with $a+b=1$,
$$g(ax+by)\le g(ax)+g(by)=a\,g(x)+b\,g(y).$$
These are the two rewrites and the final appeal to `bulk_subadditive` in `bulk_convex`.

## Energies defined only for non-negative amounts

The same argument works by hand when $f$ is given only on a convex cone containing $0$, such as the vectors with non-negative entries, with all hypotheses restricted to that cone. Only the inequality containing $g((t-q)x)$ with $q>t$ leaves the cone. For that inequality, take a positive rational $q<t$ instead, so that $(t-q)x$ is a non-negative multiple of $x$; for the other inequality, keep a rational above $t$. Letting both rationals approach $t$ gives $g(tx)=t\,g(x)$ again, and convexity on the cone follows as before. This removes the need to assign energies to negative amounts, although the amounts are still treated as continuous.
